# The on-site Ewald series of KKR theory grows like exp(x)/(2x) for large x = E/η

The on-site part of the Ewald-summed KKR structure constants is taken here as a given power series, and its derivation from the lattice sum is not repeated. Let E be the energy, in units where a free electron of wavenumber κ has E = κ², and let η > 0 be the Ewald parameter that divides the work between real and reciprocal space. With x = E/η, the series is

s(x) = Σ_{n≥0} xⁿ / (n! (2n − 1)).

It belongs to the lattice site at the origin, whose singular free-space part has been removed. The denominators 2n − 1 come from integrating the powers ξ^(−2n) over the Ewald integration variable ξ.

For x > 0 the series converges and satisfies

(exp(x) − 1 − x)/(2x) − 1 ≤ s(x) ≤ exp(x) − 2.

At x = 10, for example, the bounds are about 1.1·10³ and 2.2·10⁴. This matters for choosing η in a KKR calculation at real positive energy, though only the on-site contribution is treated here. At a fixed energy and Bloch vector, away from the free-electron poles, the complete structure constants are finite and do not depend on η. The growth of the on-site term as η decreases must therefore be compensated by the other two Ewald sums, at a cost in significant digits; that argument relies on the full Ewald identity, which is not proved here.

```lean
import Mathlib

open Filter Topology

namespace KKROnSiteEwald

noncomputable section
```

## The series and its prefactor

A single term of the series is

xⁿ / (n! (2n − 1)).

```lean
/-- The `n`-th term `x^n / (n! (2n - 1))` of the on-site Ewald series, with `x = E/η`. -/
def ewaldTerm (x : ℝ) (n : ℕ) : ℝ := x ^ n / (n.factorial * (2 * n - 1))
```

The argument `x` is a real number and `n` a natural number. The subtraction in `2 * n - 1` takes place in the reals, so the term with n = 0 is −1. Complex energies, which many KKR codes use, are not covered.

The sum over all n defines s(x).

```lean
/-- The on-site Ewald series `s(x) = ∑ x^n / (n! (2n - 1))`. -/
def onSiteSeries (x : ℝ) : ℝ := ∑' n, ewaldTerm x n
```

The symbol `∑'` denotes the value of an infinite sum. Lean assigns it the value 0 when the terms are not summable, so the convergence result below is what makes `onSiteSeries` the intended function.

The structure constants are understood here as the coefficients of an expansion in spherical harmonics, from which the KKR matrix is assembled with Gaunt coefficients. The on-site term enters only the coefficient with ℓ = 0, and through it every diagonal element of that matrix. Its contribution to this coefficient is

−(√η / 2π) s(E/η).

```lean
/-- The on-site contribution `-(√η / 2π) s(E/η)` to the `ℓ = 0` component of the KKR structure
constants at energy `E`, for an Ewald parameter `η > 0`. -/
def onSiteContribution (E η : ℝ) : ℝ :=
  -(Real.sqrt η / (2 * Real.pi)) * onSiteSeries (E / η)
```

The factor √η gives the contribution the dimension of a wavenumber, while the sign and the 2π belong to the chosen normalisation of the structure constants.

## Convergence for every real ratio

For n = 0 the modulus of 2n − 1 is 1, and for n ≥ 1 we have 2n − 1 ≥ 1. Hence

|xⁿ / (n! (2n − 1))| ≤ |x|ⁿ / n!,

and the right-hand side is the convergent exponential series at |x|.

```lean
/-- The on-site Ewald series converges for every real ratio `x = E/η`. -/
theorem summable_ewaldTerm (x : ℝ) : Summable (ewaldTerm x) := by
  refine Summable.of_norm_bounded (g := fun n : ℕ => |x| ^ n / (n.factorial : ℝ))
    (Real.summable_pow_div_factorial |x|) ?_
  intro n
  have hf : (0 : ℝ) < n.factorial := by exact_mod_cast n.factorial_pos
  -- the denominators 2n - 1 never have modulus below one
  have h1 : (1 : ℝ) ≤ |2 * (n : ℝ) - 1| := by
    rcases Nat.eq_zero_or_pos n with h | h
    · simp [h]
    · have h' : (1 : ℝ) ≤ n := by exact_mod_cast h
      exact le_trans (by linarith) (le_abs_self _)
  rw [ewaldTerm, Real.norm_eq_abs, abs_div, abs_mul, abs_pow, abs_of_pos hf]
  exact div_le_div_of_nonneg_left (by positivity) hf (le_mul_of_one_le_right hf.le h1)
```

The proof follows this comparison. The step `h1` treats the two cases for n, and `Summable.of_norm_bounded` turns the termwise bound into convergence. No sign condition on x is needed.

## Separating the negative term

Only the first term is negative when x > 0. Removing it and writing n = m + 1 gives

s(x) + 1 = Σ_{m≥0} x^(m+1) / ((m+1)! (2m + 1)).

```lean
/-- Without its first term, which equals `-1`, the on-site series sums to `s(x) + 1`. -/
theorem hasSum_onSite_tail (x : ℝ) :
    HasSum (fun m : ℕ => x ^ (m + 1) / ((m + 1).factorial * (2 * (m : ℝ) + 1)))
      (onSiteSeries x + 1) := by
  have h := (hasSum_nat_add_iff' 1).mpr (summable_ewaldTerm x).hasSum
  have h0 : ewaldTerm x 0 = -1 := by norm_num [ewaldTerm]
  have e1 : (fun m : ℕ => x ^ (m + 1) / ((m + 1).factorial * (2 * (m : ℝ) + 1))) =
      fun m : ℕ => ewaldTerm x (m + 1) := by
    funext m
    have hc : 2 * ((m + 1 : ℕ) : ℝ) - 1 = 2 * (m : ℝ) + 1 := by
      push_cast
      ring
    simp only [ewaldTerm, hc]
  have e2 : onSiteSeries x + 1 =
      (∑' b, ewaldTerm x b) - ∑ i ∈ Finset.range 1, ewaldTerm x i := by
    rw [Finset.sum_range_one, h0, onSiteSeries]
    ring
  rw [e1, e2]
  exact h
```

A statement `HasSum f a` says that the series with terms `f` converges to `a`. The equation `h0` evaluates the removed term, and `hc` records that 2(m + 1) − 1 = 2m + 1.

The exponential series is shortened in the same way. Without its first k terms it gives

Σ_{m≥0} x^(m+k) / (m+k)! = exp(x) − Σ_{i<k} xⁱ / i!.

```lean
/-- The exponential series without its first `k` terms sums to `exp x` minus these terms. -/
theorem hasSum_exp_tail (x : ℝ) (k : ℕ) :
    HasSum (fun m : ℕ => x ^ (m + k) / ((m + k).factorial : ℝ))
      (Real.exp x - ∑ i ∈ Finset.range k, x ^ i / (i.factorial : ℝ)) := by
  have h : HasSum (fun n : ℕ => x ^ n / (n.factorial : ℝ)) (Real.exp x) := by
    have h' := (Real.summable_pow_div_factorial x).hasSum
    rwa [Real.exp_eq_exp_ℝ, NormedSpace.exp_eq_tsum_div]
  exact (hasSum_nat_add_iff' k).mpr h
```

The cases k = 1, 2 and 3 supply all the comparison series used below.

## A lower bound with the factor 1/(2x)

Multiply the shortened on-site series by 2x:

2x (s(x) + 1) = Σ_{m≥0} x^(m+2)/(m+1)! · 2/(2m + 1).

The exponential series without two terms can be written with the same leading factor:

exp(x) − 1 − x = Σ_{m≥0} x^(m+2)/(m+1)! · 1/(m + 2).

Since 2m + 1 ≤ 2m + 4, we have 1/(m + 2) ≤ 2/(2m + 1). For x ≥ 0 the common factor is non-negative, and summing over m yields

exp(x) − 1 − x ≤ 2x (s(x) + 1).

```lean
/-- Lower comparison with the exponential: `exp x - 1 - x ≤ 2x (s(x) + 1)` for `x ≥ 0`. -/
theorem exp_le_onSite {x : ℝ} (hx : 0 ≤ x) :
    Real.exp x - 1 - x ≤ 2 * x * (onSiteSeries x + 1) := by
  have h := hasSum_le (fun m : ℕ => ?_) (hasSum_exp_tail x 2)
    ((hasSum_onSite_tail x).mul_left (2 * x))
  · norm_num [Finset.sum_range_succ] at h
    linarith
  · have f2 : ((m + 2).factorial : ℝ) = (m + 2) * (m + 1).factorial := by
      exact_mod_cast Nat.factorial_succ (m + 1)
    have hc : 1 / ((m : ℝ) + 2) ≤ 2 / (2 * m + 1) := by
      rw [div_le_div_iff₀ (by positivity) (by positivity)]
      linarith
    calc x ^ (m + 2) / ((m + 2).factorial : ℝ)
        = x ^ (m + 2) / ((m + 1).factorial : ℝ) * (1 / ((m : ℝ) + 2)) := by
          rw [f2]
          simp only [div_eq_mul_inv, mul_inv]
          ring
      _ ≤ x ^ (m + 2) / ((m + 1).factorial : ℝ) * (2 / (2 * m + 1)) :=
          mul_le_mul_of_nonneg_left hc (by positivity)
      _ = 2 * x * (x ^ (m + 1) / ((m + 1).factorial * (2 * (m : ℝ) + 1))) := by
          simp only [div_eq_mul_inv, mul_inv]
          ring
```

The lemma `hasSum_le` passes from the termwise inequality to the sums. The inequality between the fractions is `hc`, and the `calc` block writes both terms with their common factor.

## An upper bound with the same leading behaviour

Replacing every 2m + 1 by 1 gives a simple upper bound, but one that exceeds the lower bound by a factor of about 2x at large x. To fix the prefactor, a sharper comparison is needed. Multiply by 2x²:

2x² (s(x) + 1) = Σ_{m≥0} x^(m+3)/(m+1)! · 2/(2m + 1).

The fraction satisfies

2/(2m + 1) ≤ 1/(m + 2) + 9/((m + 2)(m + 3)).

Indeed, the right-hand side is (m + 12)/((m + 2)(m + 3)), and cross-multiplication leaves

(m + 12)(2m + 1) − 2(m + 2)(m + 3) = 15m ≥ 0.

Equality holds at m = 0, which is where the constant 9 comes from. The two fractions on the right turn (m+1)! into (m+2)! and (m+3)!, so their sums are exponential tails:

2x² (s(x) + 1) ≤ x (exp(x) − 1 − x) + 9 (exp(x) − 1 − x − x²/2).

```lean
/-- Refined upper comparison, for `x ≥ 0`:
`2x² (s(x) + 1) ≤ x (exp x - 1 - x) + 9 (exp x - 1 - x - x²/2)`. -/
theorem onSite_le_refined {x : ℝ} (hx : 0 ≤ x) :
    2 * x ^ 2 * (onSiteSeries x + 1) ≤
      x * (Real.exp x - 1 - x) + 9 * (Real.exp x - 1 - x - x ^ 2 / 2) := by
  have h := hasSum_le (fun m : ℕ => ?_) ((hasSum_onSite_tail x).mul_left (2 * x ^ 2))
    (((hasSum_exp_tail x 2).mul_left x).add ((hasSum_exp_tail x 3).mul_left 9))
  · norm_num [Finset.sum_range_succ, Nat.factorial] at h
    linarith
  · have f2 : ((m + 2).factorial : ℝ) = (m + 2) * (m + 1).factorial := by
      exact_mod_cast Nat.factorial_succ (m + 1)
    have f3 : ((m + 3).factorial : ℝ) = (m + 3) * (m + 2).factorial := by
      exact_mod_cast Nat.factorial_succ (m + 2)
    have hm : (0 : ℝ) ≤ m := Nat.cast_nonneg m
    have hc : 2 / (2 * (m : ℝ) + 1) ≤ 1 / (m + 2) + 9 / ((m + 2) * (m + 3)) := by
      rw [div_add_div _ _ (by positivity) (by positivity),
        div_le_div_iff₀ (by positivity) (by positivity)]
      nlinarith [mul_nonneg hm hm]
    calc 2 * x ^ 2 * (x ^ (m + 1) / ((m + 1).factorial * (2 * (m : ℝ) + 1)))
        = x ^ (m + 3) / ((m + 1).factorial : ℝ) * (2 / (2 * m + 1)) := by
          simp only [div_eq_mul_inv, mul_inv]
          ring
      _ ≤ x ^ (m + 3) / ((m + 1).factorial : ℝ) *
            (1 / (m + 2) + 9 / ((m + 2) * (m + 3))) :=
          mul_le_mul_of_nonneg_left hc (by positivity)
      _ = x * (x ^ (m + 2) / ((m + 2).factorial : ℝ)) +
            9 * (x ^ (m + 3) / ((m + 3).factorial : ℝ)) := by
          rw [f3, f2]
          simp only [div_eq_mul_inv, mul_inv]
          ring
```

Here `f2` and `f3` are the factorial recursions that produce these tails. Lean's common denominator contains an additional factor m + 2, so the difference checked by `nlinarith` is 15m(m + 2); the facts m ≥ 0 and m² ≥ 0 together settle it.

## The two-sided estimate

Let x > 0. Dividing the lower comparison by 2x and subtracting 1 gives

(exp(x) − 1 − x)/(2x) − 1 ≤ s(x).

For the other side, 2m + 1 ≥ 1 gives

s(x) + 1 ≤ Σ_{m≥0} x^(m+1)/(m+1)! = exp(x) − 1,

and therefore s(x) ≤ exp(x) − 2. Both bounds tend to −1 as x → 0⁺, in agreement with s(0) = −1. The series is thus negative at small x, and its exponential growth is a statement about large x.

```lean
/-- For `x = E/η > 0` the on-site Ewald series converges and lies between
`(exp x - 1 - x)/(2x) - 1` and `exp x - 2`. -/
theorem onSiteSeries_bounds {x : ℝ} (hx : 0 < x) :
    Summable (ewaldTerm x) ∧
      (Real.exp x - 1 - x) / (2 * x) - 1 ≤ onSiteSeries x ∧
      onSiteSeries x ≤ Real.exp x - 2 := by
  refine ⟨summable_ewaldTerm x, ?_, ?_⟩
  · have h : (Real.exp x - 1 - x) / (2 * x) ≤ onSiteSeries x + 1 := by
      rw [div_le_iff₀ (by positivity)]
      linarith [exp_le_onSite hx.le]
    linarith
  · -- drop the factors 2n - 1 ≥ 1 from the denominators
    have h := hasSum_le (fun m : ℕ => ?_) (hasSum_onSite_tail x) (hasSum_exp_tail x 1)
    · norm_num at h
      linarith
    · have hf : (0 : ℝ) < (m + 1).factorial := by exact_mod_cast (m + 1).factorial_pos
      have hm : (0 : ℝ) ≤ m := Nat.cast_nonneg m
      exact div_le_div_of_nonneg_left (by positivity) hf
        (le_mul_of_one_le_right hf.le (by linarith))
```

The theorem combines three assertions: the terms are summable, the lower bound holds, and the upper bound holds. Its only hypothesis is `0 < x`, which for η > 0 means positive energy.

## The limiting constant 1/2

Multiply the lower bound by x exp(−x):

x exp(−x) s(x) ≥ 1/2 − (1/2) exp(−x) − (3/2) x exp(−x).

The coefficient 3/2 collects 1/2 from the exponential tail and 1 from the separated term. For the upper side, discard the non-positive terms in the sharper comparison:

2x² (s(x) + 1) ≤ (x + 9) exp(x).

Multiplication by exp(−x)/(2x) gives

x exp(−x) (s(x) + 1) ≤ 1/2 + 9/(2x).

Since x exp(−x) is positive, the same bound holds with s(x) in place of s(x) + 1. Both outer expressions tend to 1/2, so

x exp(−x) s(x) → 1/2 as x → ∞.

```lean
/-- The leading growth of the on-site series: `x exp(-x) s(x)` tends to `1/2` as `x = E/η` tends to
infinity. -/
theorem onSiteSeries_growth :
    Tendsto (fun x : ℝ => x * Real.exp (-x) * onSiteSeries x) atTop (𝓝 (1 / 2)) := by
  have hl : Tendsto (fun x : ℝ => 1 / 2 - 1 / 2 * (x ^ 0 * Real.exp (-x))
      - 3 / 2 * (x ^ 1 * Real.exp (-x))) atTop (𝓝 (1 / 2)) := by
    have h0 := (Real.tendsto_pow_mul_exp_neg_atTop_nhds_zero 0).const_mul (1 / 2 : ℝ)
    have h1 := (Real.tendsto_pow_mul_exp_neg_atTop_nhds_zero 1).const_mul (3 / 2 : ℝ)
    have h : Tendsto (fun x : ℝ => 1 / 2 - 1 / 2 * (x ^ 0 * Real.exp (-x))
        - 3 / 2 * (x ^ 1 * Real.exp (-x))) atTop
        (𝓝 (1 / 2 - 1 / 2 * 0 - 3 / 2 * 0 : ℝ)) :=
      (tendsto_const_nhds.sub h0).sub h1
    have hv : (1 / 2 - 1 / 2 * 0 - 3 / 2 * 0 : ℝ) = 1 / 2 := by norm_num
    rwa [hv] at h
  have hu : Tendsto (fun x : ℝ => 1 / 2 + 9 / 2 * x⁻¹) atTop (𝓝 (1 / 2)) := by
    simpa using (tendsto_const_nhds (x := (1 / 2 : ℝ))).add
      ((tendsto_inv_atTop_zero (𝕜 := ℝ)).const_mul (9 / 2))
  have hq : ∀ x : ℝ, Real.exp (-x) * Real.exp x = 1 := fun x => by
    rw [← Real.exp_add, neg_add_cancel, Real.exp_zero]
  refine tendsto_of_tendsto_of_tendsto_of_le_of_le' hl hu ?_ ?_
  · filter_upwards [eventually_gt_atTop (0 : ℝ)] with x hx
    have h := mul_le_mul_of_nonneg_left (exp_le_onSite hx.le) (Real.exp_pos (-x)).le
    nlinarith [h, hq x]
  · filter_upwards [eventually_gt_atTop (0 : ℝ)] with x hx
    have h1 : 2 * x ^ 2 * (onSiteSeries x + 1) ≤ (x + 9) * Real.exp x := by
      nlinarith [onSite_le_refined hx.le, sq_nonneg x]
    have h2 : Real.exp (-x) * (2 * x ^ 2 * (onSiteSeries x + 1)) ≤ x + 9 := by
      calc _ ≤ Real.exp (-x) * ((x + 9) * Real.exp x) :=
            mul_le_mul_of_nonneg_left h1 (Real.exp_pos (-x)).le
        _ = x + 9 := by linear_combination (x + 9) * hq x
    have h3 : 0 ≤ x ^ 2 * Real.exp (-x) := by positivity
    have h4 : 1 / 2 + 9 / 2 * x⁻¹ = (x + 9) / (2 * x) := by
      have hxx : x * x⁻¹ = 1 := mul_inv_cancel₀ hx.ne'
      rw [eq_div_iff (by positivity)]
      linear_combination 9 * hxx
    rw [h4, le_div_iff₀ (by positivity)]
    nlinarith [h2, h3]
```

In the statement, `atTop` means x → ∞ and `𝓝 (1 / 2)` means convergence to 1/2. The limits of the outer expressions are `hl` and `hu`. The identity exp(−x) exp(x) = 1 is `hq`, and the two `filter_upwards` blocks prove the inequalities for x > 0 before the squeeze theorem is applied.

## Small Ewald parameter at fixed energy

Fix E > 0 and let η → 0⁺. Then x = E/η → ∞, and the factor √η cancels when the contribution is divided by it:

(E/η) exp(−E/η) · [−(√η/2π) s(E/η)] / √η = −(1/2π) · x exp(−x) s(x) → −1/(4π).

The on-site contribution therefore behaves as

−(1/4π) √η exp(E/η) / (E/η),

and its magnitude diverges despite the factor √η.

```lean
/-- At fixed energy `E > 0` the on-site contribution, divided by `√η exp(E/η) / (E/η)`,
tends to `-1/(4π)` as the Ewald parameter `η` tends to zero from above. -/
theorem onSiteContribution_growth {E : ℝ} (hE : 0 < E) :
    Tendsto (fun η : ℝ => E / η * Real.exp (-(E / η)) *
      (onSiteContribution E η / Real.sqrt η)) (𝓝[>] 0) (𝓝 (-(1 / (4 * Real.pi)))) := by
  have hx : Tendsto (fun η : ℝ => E / η) (𝓝[>] 0) atTop := by
    simpa only [div_eq_mul_inv] using
      (tendsto_inv_nhdsGT_zero (𝕜 := ℝ)).const_mul_atTop hE
  have h := (onSiteSeries_growth.comp hx).const_mul (-(1 / (2 * Real.pi)))
  have hv : -(1 / (2 * Real.pi)) * (1 / 2) = -(1 / (4 * Real.pi)) := by ring
  rw [hv] at h
  refine h.congr' ?_
  filter_upwards [self_mem_nhdsWithin] with η hη
  have hs : Real.sqrt η * (Real.sqrt η)⁻¹ = 1 :=
    mul_inv_cancel₀ (Real.sqrt_pos.mpr hη).ne'
  simp only [Function.comp_apply, onSiteContribution, div_eq_mul_inv _ (Real.sqrt η)]
  linear_combination (E / η * Real.exp (-(E / η)) * onSiteSeries (E / η) /
    (2 * Real.pi)) * hs

end

end KKROnSiteEwald
```

The filter `𝓝[>] 0` expresses the approach to zero through positive η. The step `hx` proves that E/η tends to infinity, which uses E > 0, and composition with the previous theorem gives the limit. The final lines cancel √η, which is nonzero for every η in question.

```lean
#print axioms KKROnSiteEwald.onSiteSeries_bounds
-- 'KKROnSiteEwald.onSiteSeries_bounds' depends on axioms: [propext, Classical.choice, Quot.sound]
#print axioms KKROnSiteEwald.onSiteContribution_growth
-- 'KKROnSiteEwald.onSiteContribution_growth' depends on axioms: [propext, Classical.choice, Quot.sound]
```
